# A massless two-fermion, two-photon tree amplitude is independent of its reference spinors

Let four massless momenta be written as 2×2 matrices P_i = l_i μ_iᵀ, with l_i and μ_i in ℂ² and P_1 + P_2 + P_3 + P_4 = 0. Write ⟨ij⟩ for the determinant of the pair l_i, l_j, [ij] for that of μ_i, μ_j, and s_ij = ⟨ij⟩[ij]. Then the two diagrams

D14 = 2⟨14⟩([q1]⟨1r⟩ + [q4]⟨4r⟩)[32] / ([q4]⟨r3⟩ s14)

D13 = 2⟨1r⟩[31]⟨14⟩[q2] / (⟨r3⟩[q4] s13)

satisfy

D14 + D13 = 2⟨14⟩²/(⟨13⟩⟨23⟩)

for all spinors r and q in ℂ² that leave the denominators nonzero. The product of this amplitude with its helicity-flipped partner 2[14]²/([13][23]) is 4 s14/s13.

Particles 1 and 2 are the fermions and 3 and 4 the photons. The photons have opposite helicities in the convention that counts all four particles as incoming, or all four as outgoing. The spinors r and q enter through the polarization vectors of photons 3 and 4. Changing them shifts each polarization vector by a multiple of its photon's momentum, so independence of r and q is gauge invariance for this amplitude. The coupling constant and overall phases are left out. For code that evaluates massless tree-level QED diagram by diagram, the identity gives a simple test: vary r and q, and the sum should stay the same.

## From momentum conservation to the compact amplitude

For spinors a and b with components numbered 0 and 1, the bracket is a_0 b_1 − a_1 b_0. It is antisymmetric. The expression ⟨ai⟩[ib] is linear in the entries of l_i μ_iᵀ, so summing over the particles gives, for arbitrary a and b,

Σ_i ⟨ai⟩[ib] = 0.

Put a = l_j and b = μ_j. Since ⟨ji⟩[ij] = −s_ij and s_jj = 0, each j gives one relation:

s12 + s13 + s14 = 0
s12 + s23 + s24 = 0
s13 + s23 + s34 = 0
s14 + s24 + s34 = 0

The first plus the fourth, minus the second and the third, is 2 s14 − 2 s23 = 0. Hence s14 = s23.

In D14, replace s14 by ⟨23⟩[23] and use [32] = −[23]. In D13, write s13 = ⟨13⟩[13] and use [31] = −[13]. This leaves

D14 = −2⟨14⟩([q1]⟨1r⟩ + [q4]⟨4r⟩) / ([q4]⟨r3⟩⟨23⟩)

D13 = −2⟨14⟩⟨1r⟩[q2] / ([q4]⟨r3⟩⟨13⟩).

Over a common denominator the sum is −2⟨14⟩ N / ([q4]⟨r3⟩⟨13⟩⟨23⟩), where

N = ([q1]⟨1r⟩ + [q4]⟨4r⟩)⟨13⟩ + ⟨1r⟩[q2]⟨23⟩.

Momentum conservation contracted with a = l_3 and b = q reads

[q1]⟨13⟩ + [q2]⟨23⟩ + [q4]⟨43⟩ = 0,

and therefore

N = [q4](⟨13⟩⟨4r⟩ + ⟨1r⟩⟨34⟩).

The Schouten identity, which holds for any four vectors in two dimensions, says here that

⟨14⟩⟨r3⟩ + ⟨1r⟩⟨34⟩ + ⟨13⟩⟨4r⟩ = 0.

So N = −[q4]⟨14⟩⟨r3⟩. The reference factors cancel, and the sum is 2⟨14⟩²/(⟨13⟩⟨23⟩).

Multiplying by the flipped amplitude pairs each angle bracket with its square bracket:

4⟨14⟩²[14]² / (⟨13⟩[13]⟨23⟩[23]) = 4 s14²/(s13 s23) = 4 s14/s13.

## Spinors, invariants and diagrams in Lean

```lean
import Mathlib

open ComplexConjugate

namespace SpinorHelicityQED

noncomputable section
```

A spinor is a function `Fin 2 → ℂ`. One determinant serves for both kinds of bracket, and the arguments decide which kind is meant.

```lean
/-- The determinant bracket of two spinors, used for both angle and square brackets. -/
def br (a b : Fin 2 → ℂ) : ℂ := a 0 * b 1 - a 1 * b 0
```

The families `l` and `m` hold the l_i and μ_i. Lean counts the particles from 0, so particle k of the text has index k − 1: ⟨14⟩ is `br (l 0) (l 3)`, and [32] is `br (m 2) (m 1)`. Momentum conservation is the vanishing of all four entries of the summed matrix.

```lean
/-- Momentum conservation: the four massless momenta, written as outer products of
spinors, sum to zero. Particle `k` carries the index `k - 1`. -/
def MomentumConserved (l m : Fin 4 → Fin 2 → ℂ) : Prop :=
  ∀ a b : Fin 2, ∑ i, l i a * m i b = 0
```

Nothing here makes the momenta real; `l` and `m` are independent complex data. Masslessness is built in, because an outer product has zero determinant.

```lean
/-- The two-particle invariant, the product of the angle and the square bracket. -/
def mandelstam (l m : Fin 4 → Fin 2 → ℂ) (i j : Fin 4) : ℂ :=
  br (l i) (l j) * br (m i) (m j)
```

The invariant s_ij equals the determinant of P_i + P_j, which is the squared total momentum of the pair when the squared energy counts positively. This fixes the sign convention.

The two diagrams are entered as given expressions. Their derivation from the Feynman rules is not part of the development.

```lean
/-- The diagram with propagator denominator `s14`, for reference spinors `r` and `q`. -/
def diagramS14 (l m : Fin 4 → Fin 2 → ℂ) (r q : Fin 2 → ℂ) : ℂ :=
  2 * br (l 0) (l 3) * (br q (m 0) * br (l 0) r + br q (m 3) * br (l 3) r)
    * br (m 2) (m 1) / (br q (m 3) * br r (l 2) * mandelstam l m 0 3)

/-- The diagram with propagator denominator `s13`, for reference spinors `r` and `q`. -/
def diagramS13 (l m : Fin 4 → Fin 2 → ℂ) (r q : Fin 2 → ℂ) : ℂ :=
  2 * br (l 0) r * br (m 2) (m 0) * br (l 0) (l 3) * br q (m 1)
    / (br r (l 2) * br q (m 3) * mandelstam l m 0 2)
```

The compact form takes a single family of spinors. Thus `amp l` is 2⟨14⟩²/(⟨13⟩⟨23⟩) and `amp m` is 2[14]²/([13][23]). That the latter is the amplitude with all helicities reversed is a physical identification, made by exchanging the two kinds of spinor.

```lean
/-- The compact expression `2⟨14⟩²/(⟨13⟩⟨23⟩)`, with all brackets formed from the family `x`. -/
def amp (x : Fin 4 → Fin 2 → ℂ) : ℂ :=
  2 * br (x 0) (x 3) ^ 2 / (br (x 0) (x 2) * br (x 1) (x 2))
```

## Contracted momentum conservation and s14 = s23

```lean
/-- The bracket is antisymmetric. -/
theorem br_swap (a b : Fin 2 → ℂ) : br a b = -br b a := by
  unfold br
  ring
```

The next lemma is Σ_i ⟨ai⟩[ib] = 0. Its proof takes the four component equations and combines them with products of components of `a` and `b` as coefficients. The tactic `linear_combination` checks that the goal is exactly this combination.

```lean
/-- Momentum conservation contracted with two arbitrary spinors. -/
theorem momentum_sandwich {l m : Fin 4 → Fin 2 → ℂ} (h : MomentumConserved l m)
    (a b : Fin 2 → ℂ) : ∑ i, br a (l i) * br (m i) b = 0 := by
  have h00 := h 0 0
  have h01 := h 0 1
  have h10 := h 1 0
  have h11 := h 1 1
  simp only [Fin.sum_univ_four] at h00 h01 h10 h11 ⊢
  unfold br
  linear_combination a 0 * b 1 * h10 - a 0 * b 0 * h11 - a 1 * b 1 * h00 + a 1 * b 0 * h01
```

For s14 = s23 the lemma is applied four times, once with each particle's own spinors. The combination `h1 + h4 - h2 - h3` is the one used by hand. Its factor −1/2 accounts for the sign in ⟨ji⟩[ij] = −s_ij and for the doubled difference.

```lean
/-- For four massless momenta that sum to zero, `s14 = s23`. -/
theorem s14_eq_s23 {l m : Fin 4 → Fin 2 → ℂ} (h : MomentumConserved l m) :
    mandelstam l m 0 3 = mandelstam l m 1 2 := by
  have h1 := momentum_sandwich h (l 0) (m 0)
  have h2 := momentum_sandwich h (l 1) (m 1)
  have h3 := momentum_sandwich h (l 2) (m 2)
  have h4 := momentum_sandwich h (l 3) (m 3)
  simp only [Fin.sum_univ_four, br] at h1 h2 h3 h4
  unfold mandelstam br
  linear_combination (-1 / 2 : ℂ) * (h1 + h4 - h2 - h3)
```

## The sum for arbitrary r and q

The theorem assumes momentum conservation and four nonvanishing quantities: s14, s13, [q4] and ⟨r3⟩. The denominator ⟨23⟩ needs no hypothesis of its own, since s23 = s14 ≠ 0.

```lean
/-- If momentum is conserved, the two diagrams sum to `2⟨14⟩²/(⟨13⟩⟨23⟩)` for all reference spinors
`r` and `q` with nonzero denominators. -/
theorem diagrams_sum {l m : Fin 4 → Fin 2 → ℂ} (h : MomentumConserved l m)
    (r q : Fin 2 → ℂ) (h14 : mandelstam l m 0 3 ≠ 0) (h13 : mandelstam l m 0 2 ≠ 0)
    (hq : br q (m 3) ≠ 0) (hr : br r (l 2) ≠ 0) :
    diagramS14 l m r q + diagramS13 l m r q = amp l := by
  have hs := s14_eq_s23 h
  have h23 : mandelstam l m 1 2 ≠ 0 := hs ▸ h14
  unfold mandelstam at hs h14 h13 h23
  have a13 := (mul_ne_zero_iff.mp h13).1
  have a23 := (mul_ne_zero_iff.mp h23).1
  have hqr := mul_ne_zero hq hr
  -- s14 = s23 lets the square bracket cancel in the first diagram
  have d1 : diagramS14 l m r q =
      -(2 * br (l 0) (l 3) * (br q (m 0) * br (l 0) r + br q (m 3) * br (l 3) r))
        / (br q (m 3) * br r (l 2) * br (l 1) (l 2)) := by
    unfold diagramS14 mandelstam
    rw [div_eq_div_iff (mul_ne_zero hqr h14) (mul_ne_zero hqr a23), br_swap (m 2) (m 1)]
    linear_combination (2 * br (l 0) (l 3) *
      (br q (m 0) * br (l 0) r + br q (m 3) * br (l 3) r) * br q (m 3) * br r (l 2)) * hs
  -- antisymmetry cancels the square bracket in the second
  have d2 : diagramS13 l m r q =
      -(2 * br (l 0) (l 3) * br (l 0) r * br q (m 1))
        / (br q (m 3) * br r (l 2) * br (l 0) (l 2)) := by
    unfold diagramS13 mandelstam
    rw [div_eq_div_iff (mul_ne_zero (mul_ne_zero hr hq) h13) (mul_ne_zero hqr a13),
      br_swap (m 2) (m 0)]
    ring
  -- momentum conservation together with the Schouten identity
  have key : (br q (m 0) * br (l 0) r + br q (m 3) * br (l 3) r) * br (l 0) (l 2)
      + br (l 0) r * br q (m 1) * br (l 1) (l 2)
      + br (l 0) (l 3) * br q (m 3) * br r (l 2) = 0 := by
    have e := momentum_sandwich h (l 2) q
    simp only [Fin.sum_univ_four, br] at e
    unfold br
    linear_combination (l 0 0 * r 1 - l 0 1 * r 0) * e
  rw [d1, d2, amp, div_add_div _ _ (mul_ne_zero hqr a23) (mul_ne_zero hqr a13),
    div_eq_div_iff (mul_ne_zero (mul_ne_zero hqr a23) (mul_ne_zero hqr a13))
      (mul_ne_zero a13 a23)]
  linear_combination (-2 * br (l 0) (l 3) * br q (m 3) * br r (l 2)
    * br (l 0) (l 2) * br (l 1) (l 2)) * key
```

The statements `d1` and `d2` are the simplified forms of the diagrams. Each is proved by cross-multiplying, with `div_eq_div_iff`, and reversing one square bracket with `br_swap`; `d1` also uses s14 = s23.

The statement `key` is N + ⟨14⟩[q4]⟨r3⟩ = 0. Its proof multiplies the conservation law contracted with l_3 and q by ⟨1r⟩. What remains is the Schouten identity, which `linear_combination` verifies as a polynomial identity in the components. The last lines put the two fractions over a common denominator, cross-multiply, and recognise the difference of the two sides as a multiple of `key`.

## A reference choice that leaves one diagram

Setting r = l_1 makes ⟨1r⟩ = ⟨11⟩ = 0, so D13 vanishes and D14 alone is the amplitude. The condition ⟨r3⟩ ≠ 0 becomes ⟨13⟩ ≠ 0, which follows from s13 ≠ 0. The spinor q remains free apart from [q4] ≠ 0.

```lean
/-- If momentum is conserved and `s14`, `s13` and `[q4]` are nonzero, the `s14` diagram with `r`
equal to the angle spinor of particle 1 equals the compact amplitude. -/
theorem single_diagram {l m : Fin 4 → Fin 2 → ℂ} (h : MomentumConserved l m)
    (q : Fin 2 → ℂ) (h14 : mandelstam l m 0 3 ≠ 0) (h13 : mandelstam l m 0 2 ≠ 0)
    (hq : br q (m 3) ≠ 0) : diagramS14 l m (l 0) q = amp l := by
  have hr : br (l 0) (l 2) ≠ 0 := by
    unfold mandelstam at h13
    exact (mul_ne_zero_iff.mp h13).1
  have z : br (l 0) (l 0) = 0 := by
    unfold br
    ring
  have z13 : diagramS13 l m (l 0) q = 0 := by
    simp only [diagramS13, z, mul_zero, zero_mul, zero_div]
  have e := diagrams_sum h (l 0) q h14 h13 hq hr
  rwa [z13, add_zero] at e
```

The proof shows that the second diagram is zero and substitutes this into the general theorem.

## The product of the two helicity amplitudes

```lean
/-- If momentum is conserved and `s14` and `s13` are nonzero, the product of `amp l` and `amp m` is
nonzero and equals `4 s14/s13`. -/
theorem amp_mul_flipped {l m : Fin 4 → Fin 2 → ℂ} (h : MomentumConserved l m)
    (h14 : mandelstam l m 0 3 ≠ 0) (h13 : mandelstam l m 0 2 ≠ 0) :
    amp l * amp m ≠ 0 ∧ amp l * amp m = 4 * mandelstam l m 0 3 / mandelstam l m 0 2 := by
  have hs := s14_eq_s23 h
  have h23 : mandelstam l m 1 2 ≠ 0 := hs ▸ h14
  have e : amp l * amp m = 4 * mandelstam l m 0 3 / mandelstam l m 0 2 := by
    unfold mandelstam at hs h13 h23 ⊢
    obtain ⟨a13, b13⟩ := mul_ne_zero_iff.mp h13
    obtain ⟨a23, b23⟩ := mul_ne_zero_iff.mp h23
    unfold amp
    rw [div_mul_div_comm, div_eq_div_iff
      (mul_ne_zero (mul_ne_zero a13 a23) (mul_ne_zero b13 b23)) h13]
    linear_combination (4 * br (l 0) (l 3) * br (m 0) (m 3)
      * br (l 0) (l 2) * br (m 0) (m 2)) * hs
  refine ⟨?_, e⟩
  rw [e]
  have h4 : (4 : ℂ) ≠ 0 := by norm_num
  exact div_ne_zero (mul_ne_zero h4 h14) h13
```

The theorem states both the value 4 s14/s13 and that the product is nonzero. The conditions s13 ≠ 0 and s23 ≠ 0, the second of which follows from s14 ≠ 0, are split into their angle and square factors, which justifies cross-multiplication; s14 = s23 then closes the identity. The product is nonzero because s14 is.

## Squared modulus for real momenta

For a real massless momentum the spinors can be chosen so that μ_i = ε_i l̄_i, where the bar is complex conjugation and ε_i = ±1 is the sign of the energy. Both signs are needed because the momenta sum to zero: incoming and outgoing particles enter with opposite energy signs. Then

[ij] = ε_i ε_j × (complex conjugate of ⟨ij⟩),

so |[ij]| = |⟨ij⟩|. The two amplitudes therefore have equal modulus, and the product formula becomes

|2⟨14⟩²/(⟨13⟩⟨23⟩)|² = 4|s14|/|s13|.

This is the squared modulus for one helicity configuration, without the coupling. A cross section would further require the flux, the phase space and any helicity sums.

```lean
/-- Suppose momentum is conserved, each square spinor is plus or minus the conjugate of the angle
spinor (real momenta), and `s14` and `s13` are nonzero. Then the compact amplitude is nonzero and
its squared modulus is `4|s14|/|s13|`. -/
theorem amp_norm_sq {l m : Fin 4 → Fin 2 → ℂ} (h : MomentumConserved l m)
    (ε : Fin 4 → ℂ) (hε : ∀ i, ε i = 1 ∨ ε i = -1)
    (hm : ∀ i a, m i a = ε i * conj (l i a))
    (h14 : mandelstam l m 0 3 ≠ 0) (h13 : mandelstam l m 0 2 ≠ 0) :
    amp l ≠ 0 ∧ ‖amp l‖ ^ 2 = 4 * ‖mandelstam l m 0 3‖ / ‖mandelstam l m 0 2‖ := by
  obtain ⟨hne, e⟩ := amp_mul_flipped h h14 h13
  have n1 : ∀ i, ‖ε i‖ = 1 := fun i => by
    rcases hε i with h | h <;> simp [h]
  -- square and angle brackets have equal modulus
  have nb : ∀ i j, ‖br (m i) (m j)‖ = ‖br (l i) (l j)‖ := fun i j => by
    have c : br (m i) (m j) = ε i * ε j * conj (br (l i) (l j)) := by
      simp only [br, hm, map_sub, map_mul]
      ring
    rw [c, norm_mul, norm_mul, n1, n1, RCLike.norm_conj, one_mul, one_mul]
  have hn : ‖amp m‖ = ‖amp l‖ := by
    simp only [amp, norm_div, norm_mul, norm_pow, nb]
  have h4 : ‖(4 : ℂ)‖ = 4 := by norm_num
  refine ⟨left_ne_zero_of_mul hne, ?_⟩
  calc ‖amp l‖ ^ 2 = ‖amp l * amp m‖ := by rw [norm_mul, hn, sq]
    _ = _ := by rw [e, norm_div, norm_mul, h4]
```

The hypotheses `hε` and `hm` express the reality condition. Inside the proof, `nb` is the equality of bracket moduli and `hn` the resulting equality of amplitude moduli. The closing `calc` rewrites the squared modulus as the modulus of the product and inserts its known value.

## An explicit annihilation configuration

A configuration with integer components satisfies all these hypotheses at once.

```lean
/-- Angle spinors of an explicit scattering configuration. -/
def lW : Fin 4 → Fin 2 → ℂ := ![![5, 0], ![0, 5], ![3, 4], ![4, -3]]

/-- Square spinors of the same configuration. -/
def mW : Fin 4 → Fin 2 → ℂ := ![![5, 0], ![0, 5], ![-3, -4], ![-4, 3]]
```

Particles 1 and 2 have positive energy sign, particles 3 and 4 negative. If positive energy denotes incoming particles, this is a fermion pair annihilating into two photons. The matrices of particles 1 and 2 add up to 25 times the identity, and those of particles 3 and 4 to minus the same. Direct evaluation gives s14 = −225 and s13 = −400, so the squared modulus is 4 · 225/400 = 9/4.

```lean
/-- The explicit configuration conserves momentum, has real momenta, and has nonzero
denominators when the spinors of particle 1 serve as references. -/
theorem kinematics_witness :
    MomentumConserved lW mW ∧
    (∀ i a, mW i a = (![1, 1, -1, -1] : Fin 4 → ℂ) i * conj (lW i a)) ∧
    mandelstam lW mW 0 3 ≠ 0 ∧ mandelstam lW mW 0 2 ≠ 0 ∧
    br (mW 0) (mW 3) ≠ 0 ∧ br (lW 0) (lW 2) ≠ 0 := by
  refine ⟨?_, ?_, ?_, ?_, ?_, ?_⟩
  · intro a b
    fin_cases a <;> fin_cases b <;> simp [Fin.sum_univ_four, lW, mW] <;> norm_num
  · intro i a
    fin_cases i <;> fin_cases a <;> simp [lW, mW] <;> apply Complex.ext <;> simp
  all_goals
    have l0 : lW 0 = ![5, 0] := rfl
    have l2 : lW 2 = ![3, 4] := rfl
    have l3 : lW 3 = ![4, -3] := rfl
    have m0 : mW 0 = ![5, 0] := rfl
    have m2 : mW 2 = ![-3, -4] := rfl
    have m3 : mW 3 = ![-4, 3] := rfl
    norm_num [mandelstam, br, l0, l2, l3, m0, m2, m3]

end

end SpinorHelicityQED
```

The theorem checks momentum conservation entry by entry, then the reality condition with signs (1, 1, −1, −1), and then the four nonzero conditions. The last two are [q4] ≠ 0 and ⟨r3⟩ ≠ 0 for the references q = μ_1 and r = l_1.

```lean
#print axioms SpinorHelicityQED.single_diagram
#print axioms SpinorHelicityQED.amp_norm_sq
```

```
'SpinorHelicityQED.single_diagram' depends on axioms: [propext, Classical.choice, Quot.sound]
'SpinorHelicityQED.amp_norm_sq' depends on axioms: [propext, Classical.choice, Quot.sound]
```
